# Away from the origin, a traceless operator ∑ Pᵢⱼ ∂ᵢ∂ⱼ turns 1/r into 3(x · Px)/r⁵

The theorem `quadOp_coulomb` concerns the Coulomb kernel 1/r in three dimensions, without physical prefactors, at a point x other than the origin. For any real 3 × 3 matrix P of trace zero, not necessarily symmetric, it states that ∑ Pᵢⱼ ∂ᵢ∂ⱼ (1/r) = 3(x · Px)/r⁵. The proof first seeks each second derivative, 3xᵢxⱼ/r⁵ − δᵢⱼ/r³, by replacing the inner derivative with its known formula −xⱼ/r³ and differentiating again. Summing against P then leaves the stated field, because the δᵢⱼ terms add up to a multiple of the trace.

In Lean, a first try:

```lean
import Mathlib

open Matrix

namespace CanonicalSlaterKoster

noncomputable section

/-- The point reached from `x` by moving a distance `t` along coordinate axis `i`. -/
def shift (x : Fin 3 → ℝ) (i : Fin 3) (t : ℝ) : Fin 3 → ℝ := x + t • Pi.single i 1

/-- The derivative of a scalar field `g` along coordinate axis `i`. -/
def pd (i : Fin 3) (g : (Fin 3 → ℝ) → ℝ) (x : Fin 3 → ℝ) : ℝ :=
  deriv (fun t => g (shift x i t)) 0

/-- The Coulomb kernel `1/r`, meant for points away from the origin. -/
def coulomb (x : Fin 3 → ℝ) : ℝ := (√(x 0 ^ 2 + x 1 ^ 2 + x 2 ^ 2))⁻¹

/-- The second-order differential operator `∑ Q i j ∂ᵢ ∂ⱼ` with coefficient matrix `Q`. -/
def quadOp (Q : Matrix (Fin 3) (Fin 3) ℝ) (g : (Fin 3 → ℝ) → ℝ) (x : Fin 3 → ℝ) : ℝ :=
  ∑ i, ∑ j, Q i j * pd i (pd j g) x

/-- A displacement of length zero leaves the point where it is. -/
theorem shift_zero (x : Fin 3 → ℝ) (i : Fin 3) : shift x i 0 = x := by
  simp [shift]

/-- The derivative of component `j` of the linear field `P x` along axis `i` is `P j i`. -/
theorem hasDerivAt_mulVec (P : Matrix (Fin 3) (Fin 3) ℝ) (x : Fin 3 → ℝ) (i j : Fin 3) :
    HasDerivAt (fun t => (P *ᵥ shift x i t) j) (P j i) 0 := by
  have e : (fun t => (P *ᵥ shift x i t) j) = fun t => (P *ᵥ x) j + t * P j i := by
    funext t
    simp [shift, Matrix.mulVec_add, Matrix.mulVec_smul]
  rw [e]
  exact (((hasDerivAt_id (0 : ℝ)).mul_const (P j i)).const_add ((P *ᵥ x) j)).congr_deriv
    (one_mul _)

/-- Away from the origin the derivative of `1/r` along axis `i` is `-xᵢ/r³`. -/
theorem hasDerivAt_coulomb {x : Fin 3 → ℝ} (hx : x ≠ 0) (i : Fin 3) :
    HasDerivAt (fun t => coulomb (shift x i t)) (-(x i) * coulomb x ^ 3) 0 := by
  have hpos : 0 < x 0 ^ 2 + x 1 ^ 2 + x 2 ^ 2 := by
    by_contra h
    have s0 := sq_nonneg (x 0)
    have s1 := sq_nonneg (x 1)
    have s2 := sq_nonneg (x 2)
    have h0 : x 0 = 0 := (pow_eq_zero_iff two_ne_zero).mp (by linarith)
    have h1 : x 1 = 0 := (pow_eq_zero_iff two_ne_zero).mp (by linarith)
    have h2 : x 2 = 0 := (pow_eq_zero_iff two_ne_zero).mp (by linarith)
    apply hx
    funext j
    fin_cases j
    exacts [h0, h1, h2]
  have c : ∀ j, HasDerivAt (fun t => shift x i t j)
      ((1 : Matrix (Fin 3) (Fin 3) ℝ) j i) 0 := fun j => by
    simpa only [Matrix.one_mulVec] using hasDerivAt_mulVec 1 x i j
  -- the squared distance has derivative `2 xᵢ`
  have hs : HasDerivAt
      (fun t => shift x i t 0 ^ 2 + shift x i t 1 ^ 2 + shift x i t 2 ^ 2) (2 * x i) 0 := by
    refine ((((c 0).fun_pow 2).fun_add ((c 1).fun_pow 2)).fun_add
      ((c 2).fun_pow 2)).congr_deriv ?_
    fin_cases i <;> simp [shift_zero, Matrix.one_apply]
  have hr : √(x 0 ^ 2 + x 1 ^ 2 + x 2 ^ 2) ≠ 0 := (Real.sqrt_pos.mpr hpos).ne'
  have h := (hs.sqrt (by simpa only [shift_zero] using hpos.ne')).inv
    (by simpa only [shift_zero] using hr)
  refine h.congr_deriv ?_
  simp only [shift_zero, coulomb]
  field_simp

/-- Two fields that agree away from the origin have the same derivatives there. -/
theorem pd_congr {g k : (Fin 3 → ℝ) → ℝ} (i : Fin 3) (h : ∀ y, y ≠ 0 → g y = k y)
    {x : Fin 3 → ℝ} (hx : x ≠ 0) : pd i g x = pd i k x := by
  apply Filter.EventuallyEq.deriv_eq
  have hc : ContinuousAt (fun t : ℝ => shift x i t) 0 := by
    unfold shift
    fun_prop
  have hne := hc.eventually_ne (y := 0) (by simpa only [shift_zero] using hx)
  filter_upwards [hne] with t ht using h _ ht

/-- Away from the origin, a traceless second-order operator turns `1/r` into the field `3 (x · P
x)/r⁵`. -/
theorem quadOp_coulomb {P : Matrix (Fin 3) (Fin 3) ℝ} (hP : P.trace = 0)
    {x : Fin 3 → ℝ} (hx : x ≠ 0) :
    quadOp P coulomb x = 3 * (x ⬝ᵥ P *ᵥ x) * coulomb x ^ 5 := by
  have second : ∀ i j, pd i (pd j coulomb) x = 3 * x i * x j * coulomb x ^ 5
      - (1 : Matrix (Fin 3) (Fin 3) ℝ) j i * coulomb x ^ 3 := by
    intro i j
    rw [pd_congr i (fun y hy => (hasDerivAt_coulomb hy j).deriv) hx]
    have c : HasDerivAt (fun t => shift x i t j)
        ((1 : Matrix (Fin 3) (Fin 3) ℝ) j i) 0 := by
      simpa only [Matrix.one_mulVec] using hasDerivAt_mulVec 1 x i j
    refine (c.fun_neg.fun_mul ((hasDerivAt_coulomb hx i).fun_pow 3)).deriv.trans ?_
    simp only [shift_zero, Nat.cast_ofNat, Nat.reduceSub]
    ring
  rw [Matrix.trace_fin_three] at hP
  simp only [quadOp, second, Fin.sum_univ_three, Matrix.mulVec, dotProduct,
    Matrix.one_apply, Fin.isValue, Fin.reduceEq, reduceIte]
  linear_combination (-coulomb x ^ 3) * hP

end

end CanonicalSlaterKoster
```

Lean reports:

```
Main.lean:86:8: error: Tactic `rewrite` failed: Did not find an occurrence of the pattern
  pd i (fun y => deriv (fun t => coulomb (shift y j t)) 0) x
in the target expression
  pd i (pd j coulomb) x = 3 * x i * x j * coulomb x ^ 5 - 1 j i * coulomb x ^ 3

P : Matrix (Fin 3) (Fin 3) ℝ
hP : P.trace = 0
x : Fin 3 → ℝ
hx : x ≠ 0
i j : Fin 3
⊢ pd i (pd j coulomb) x = 3 * x i * x j * coulomb x ^ 5 - 1 j i * coulomb x ^ 3

Note: The target expression is not type-correct under the `implicit` transparency level, which may have triggered the failure. This is usually caused by unfolding of semireducible definitions in prior tactic steps. Use `set_option linter.tacticCheckInstances true` to investigate the source of the issue.
Full error:
  function expected
    1 j
```

The change, after which it compiles:

```diff
@@ -84,5 +84,7 @@
       - (1 : Matrix (Fin 3) (Fin 3) ℝ) j i * coulomb x ^ 3 := by
     intro i j
-    rw [pd_congr i (fun y hy => (hasDerivAt_coulomb hy j).deriv) hx]
+    have first : ∀ y, y ≠ 0 → pd j coulomb y = -(y j) * coulomb y ^ 3 :=
+      fun y hy => (hasDerivAt_coulomb hy j).deriv
+    rw [pd_congr i first hx]
     have c : HasDerivAt (fun t => shift x i t j)
         ((1 : Matrix (Fin 3) (Fin 3) ℝ) j i) 0 := by
```

The rewrite fails because its left-hand side is not written the way the goal is. `pd_congr` has to infer its field `g` from the proof it is given, and `(hasDerivAt_coulomb hy j).deriv` is an equation about `deriv (fun t => coulomb (shift y j t)) 0`. Lean therefore takes `g` to be `fun y => deriv …`, whereas the goal contains `pd j coulomb`. The two are equal by the definition of `pd`, but `rw` does not unfold that definition when it searches for the pattern.

The repair states the first-derivative formula as `first`, with `pd j coulomb y` on the left. Lean accepts the same proof for it, unfolding `pd` to check the type. `pd_congr i first hx` then has `pd j coulomb` as its `g`, and the rewrite finds its target.

The message's note says that `1 j`, a matrix applied as a function, may have triggered the failure. It was not the obstacle here, as the repair leaves that term unchanged.
